# The limit at infinity of an explicit primitive of 1/(1 + t⁴)

The declaration `tendsto_quarticPrimitive` is a statement of real analysis, with no physical model in it. It concerns the function of a real variable t formed by adding log(t² + √2 t + 1) − log(t² − √2 t + 1), divided by 4√2, to arctan(√2 t + 1) + arctan(√2 t − 1), divided by 2√2, and it says that this function tends to π/(2√2) as t → +∞. For the logarithmic part, the attempt uses the fact that the difference of logarithms is unchanged when t > 0 is replaced by 1/t, so that its limit at infinity is its value at 0, which is 0. Each arctangent tends to π/2, and the two parts are then added.

This version doesn't compile in Lean 4 with Mathlib:

```lean
import Mathlib

open Real Filter Topology

namespace TendstoQuarticPrimitive

noncomputable section

/-- An explicit combination of logarithms and arctangents, used to integrate `1 / (1 + t⁴)`. -/
def quarticPrimitive (t : ℝ) : ℝ :=
  (Real.log (t ^ 2 + √2 * t + 1) - Real.log (t ^ 2 - √2 * t + 1)) / (4 * √2)
    + (Real.arctan (√2 * t + 1) + Real.arctan (√2 * t - 1)) / (2 * √2)

/-- Both quadratic factors of `1 + t⁴` are positive. -/
theorem quadratic_factors_pos (t : ℝ) :
    0 < t ^ 2 + √2 * t + 1 ∧ 0 < t ^ 2 - √2 * t + 1 := by
  have hs : √2 ^ 2 = (2 : ℝ) := Real.sq_sqrt (by norm_num)
  constructor
  · nlinarith [sq_nonneg (t + √2 / 2)]
  · nlinarith [sq_nonneg (t - √2 / 2)]

/-- At infinity `quarticPrimitive` tends to `π / (2√2)`. -/
theorem tendsto_quarticPrimitive :
    Tendsto quarticPrimitive atTop (𝓝 (π / (2 * √2))) := by
  have hlog : Tendsto (fun t : ℝ => Real.log (t ^ 2 + √2 * t + 1)
      - Real.log (t ^ 2 - √2 * t + 1)) atTop (𝓝 0) := by
    have hc : ContinuousAt (fun x : ℝ => Real.log (x ^ 2 + √2 * x + 1)
        - Real.log (x ^ 2 - √2 * x + 1)) 0 :=
      (ContinuousAt.log (by fun_prop) (quadratic_factors_pos 0).1.ne').sub
        (ContinuousAt.log (by fun_prop) (quadratic_factors_pos 0).2.ne')
    have h := hc.tendsto.comp tendsto_inv_atTop_zero
    have e : Real.log ((0 : ℝ) ^ 2 + √2 * 0 + 1) - Real.log ((0 : ℝ) ^ 2 - √2 * 0 + 1) = 0 := by
      simp
    rw [e] at h
    -- the logarithmic part is unchanged under t ↦ 1/t
    refine h.congr' ((eventually_gt_atTop 0).mono fun t ht => ?_)
    obtain ⟨hp, hq⟩ := quadratic_factors_pos t⁻¹
    have e1 : t ^ 2 + √2 * t + 1 = t ^ 2 * (t⁻¹ ^ 2 + √2 * t⁻¹ + 1) := by
      have hi : t * t⁻¹ = 1 := mul_inv_cancel₀ ht.ne'
      linear_combination (-(t * t⁻¹) - 1 - √2 * t) * hi
    have e2 : t ^ 2 - √2 * t + 1 = t ^ 2 * (t⁻¹ ^ 2 - √2 * t⁻¹ + 1) := by
      have hi : t * t⁻¹ = 1 := mul_inv_cancel₀ ht.ne'
      linear_combination (-(t * t⁻¹) - 1 + √2 * t) * hi
    have ht2 : t ^ 2 ≠ 0 := by positivity
    rw [e1, e2, Real.log_mul ht2 hp.ne', Real.log_mul ht2 hq.ne']
    simp only [Function.comp_apply]
    ring
  have hl : Tendsto (fun t : ℝ => √2 * t) atTop atTop :=
    tendsto_id.const_mul_atTop (by positivity)
  have hat := Real.tendsto_arctan_atTop.mono_right nhdsWithin_le_nhds
  have h1 := hat.comp (tendsto_atTop_add_const_right _ (1 : ℝ) hl)
  have h2 := hat.comp (tendsto_atTop_add_const_right _ (-1 : ℝ) hl)
  have h := (hlog.div_const (4 * √2)).add ((h1.add h2).div_const (2 * √2))
  rw [zero_div, zero_add, add_halves] at h
  refine h.congr fun t => ?_
  simp only [quarticPrimitive, Function.comp_apply, sub_eq_add_neg]

end

end TendstoQuarticPrimitive
```

The error:

```
Main.lean:29:6: error: Type mismatch
  ContinuousAt.sub (ContinuousAt.log ?m.205 (LT.lt.ne' (quadratic_factors_pos 0).left))
    (ContinuousAt.log ?m.227 (LT.lt.ne' (quadratic_factors_pos 0).right))
has type
  ContinuousAt ((fun x => log (0 ^ 2 + √2 * 0 + x)) - fun x => log (0 ^ 2 - √2 * 0 + x)) 1
but is expected to have type
  ContinuousAt (fun x => log (x ^ 2 + √2 * x + 1) - log (x ^ 2 - √2 * x + 1)) 0
Main.lean:45:8: error: Tactic `rewrite` failed: Did not find an occurrence of the pattern
  t ^ 2 + √2 * t + 1
in the target expression
  ((fun x => log (x ^ 2 + √2 * x + 1) - log (x ^ 2 - √2 * x + 1)) ∘ fun r => r⁻¹) t =
    (fun t => log (t ^ 2 + √2 * t + 1) - log (t ^ 2 - √2 * t + 1)) t

hc : ContinuousAt (fun x => log (x ^ 2 + √2 * x + 1) - log (x ^ 2 - √2 * x + 1)) 0
h : Tendsto ((fun x => log (x ^ 2 + √2 * x + 1) - log (x ^ 2 - √2 * x + 1)) ∘ fun r => r⁻¹) atTop (𝓝 0)
e : log (0 ^ 2 + √2 * 0 + 1) - log (0 ^ 2 - √2 * 0 + 1) = 0
t : ℝ
ht : 0 < t
hp : 0 < t⁻¹ ^ 2 + √2 * t⁻¹ + 1
hq : 0 < t⁻¹ ^ 2 - √2 * t⁻¹ + 1
e1 : t ^ 2 + √2 * t + 1 = t ^ 2 * (t⁻¹ ^ 2 + √2 * t⁻¹ + 1)
e2 : t ^ 2 - √2 * t + 1 = t ^ 2 * (t⁻¹ ^ 2 - √2 * t⁻¹ + 1)
ht2 : t ^ 2 ≠ 0
⊢ ((fun x => log (x ^ 2 + √2 * x + 1) - log (x ^ 2 - √2 * x + 1)) ∘ fun r => r⁻¹) t =
    (fun t => log (t ^ 2 + √2 * t + 1) - log (t ^ 2 - √2 * t + 1)) t
```

Diagnosis. The first error comes from how Lean infers a function from its value. In `(ContinuousAt.log …).sub …`, the `ContinuousAt.log` terms are elaborated before the expected type can guide them, so Lean must find a function and a point from the proof that `0 ^ 2 + √2 * 0 + 1` is nonzero. It takes the final `1` as the point and gets `fun x => log (0 ^ 2 + √2 * 0 + x)` at `1`; the second logarithm goes the same way. The repair writes out both functions in the types of `c1` and `c2`, proves them continuous everywhere, and specialises their difference to `0`.

The second error is separate. `rw [e1]` looks for `t ^ 2 + √2 * t + 1`, but the goal still has the form `(fun t => …) t`, where the polynomial is written in the bound variable, so the pattern does not occur. `simp only [Function.comp_apply]` unfolds the composition and applies these functions to their arguments; the repair moves it before the `rw`, which then finds its pattern.

This version goes through:

```diff
@@ -26,7 +26,10 @@
       - Real.log (t ^ 2 - √2 * t + 1)) atTop (𝓝 0) := by
     have hc : ContinuousAt (fun x : ℝ => Real.log (x ^ 2 + √2 * x + 1)
-        - Real.log (x ^ 2 - √2 * x + 1)) 0 :=
-      (ContinuousAt.log (by fun_prop) (quadratic_factors_pos 0).1.ne').sub
-        (ContinuousAt.log (by fun_prop) (quadratic_factors_pos 0).2.ne')
+        - Real.log (x ^ 2 - √2 * x + 1)) 0 := by
+      have c1 : Continuous fun x : ℝ => Real.log (x ^ 2 + √2 * x + 1) :=
+        Continuous.log (by fun_prop) fun x => (quadratic_factors_pos x).1.ne'
+      have c2 : Continuous fun x : ℝ => Real.log (x ^ 2 - √2 * x + 1) :=
+        Continuous.log (by fun_prop) fun x => (quadratic_factors_pos x).2.ne'
+      exact (c1.sub c2).continuousAt
     have h := hc.tendsto.comp tendsto_inv_atTop_zero
     have e : Real.log ((0 : ℝ) ^ 2 + √2 * 0 + 1) - Real.log ((0 : ℝ) ^ 2 - √2 * 0 + 1) = 0 := by
@@ -43,6 +46,6 @@
       linear_combination (-(t * t⁻¹) - 1 + √2 * t) * hi
     have ht2 : t ^ 2 ≠ 0 := by positivity
+    simp only [Function.comp_apply]
     rw [e1, e2, Real.log_mul ht2 hp.ne', Real.log_mul ht2 hq.ne']
-    simp only [Function.comp_apply]
     ring
   have hl : Tendsto (fun t : ℝ => √2 * t) atTop atTop :=
```
